# Vandermonde products attain the lowest energy of block-antisymmetric polynomial-times-Gaussian eigenstates for non-interacting particles in a 1D harmonic trap

## Can a prefactor that mixes the two spin groups go lower?

Before I switch on the interaction in a Monte Carlo run for trapped spin-½ fermions in one dimension, I check the code against the non-interacting energy. With three particles up and two down, filling levels gives $(0+1+2)+(0+1)+5/2=6.5$ in units of $\hbar\omega$. My trial function is the Gaussian of the oscillator ground state times one Vandermonde product for the up coordinates and one for the down coordinates. Two things bother me. The prefactor has none of the lower-order terms that Hermite polynomials have, so is it really an eigenstate? And the sign rule only concerns exchanges within each group: could a polynomial that mixes the groups give an eigenstate below 6.5?

## The block sizes fix the minimum degree, and the degree fixes the energy

Your function is an exact eigenstate, and no eigenstate of the form polynomial times Gaussian with the same sign rule lies below it.

Let block $j$ hold $c_j$ coordinates $x_{j,a}$, with $a=0,\dots,c_j-1$. Put $N=\sum_j c_j$, $D=\sum_j c_j(c_j-1)/2$ and
$$V=\prod_j\prod_{a<b}(x_{j,b}-x_{j,a}).$$

**Degree.** Let $P$ change sign under each exchange within a block, and let $p_m$ be its coefficient of the monomial with exponents $m_{j,a}$. If $m_{j,a}=m_{j,b}$ with $a\ne b$, the exchange leaves the monomial alone, so $p_m=-p_m=0$. The exponents within a block are therefore distinct in every monomial that occurs, and they sum to at least $0+1+\dots+(c_j-1)=c_j(c_j-1)/2$. Every occurring monomial thus has degree at least $D$, whatever the mixing between blocks.

The polynomial $V$ attains this. An exchange within a block swaps two rows of that block's Vandermonde determinant and leaves the other blocks alone. $V$ is a product of $D$ nonzero linear factors, hence nonzero and homogeneous of degree $D$.

**Energy.** Use units in which $\hbar$, $\omega$ and the particle mass are 1, let $i$ run over all coordinates, and write $\psi=P\,e^{-|x|^2/2}$. Then $\partial_i\psi=(\partial_iP-x_iP)\,e^{-|x|^2/2}$. Applying this twice gives the factor $\partial_i^2P-2x_i\partial_iP-P+x_i^2P$, so $H=\tfrac12\sum_i(x_i^2-\partial_i^2)$ acts on $P$ as
$$HP=\sum_i\left(x_i\partial_iP+\tfrac12P-\tfrac12\partial_i^2P\right).$$
Suppose $HP=EP$ with $P\neq0$, and compare coefficients of a monomial of top degree. Second derivatives lower the degree by two and contribute nothing, so $(\deg P+N/2)\,p_m=E\,p_m$. Hence $E=\deg P+N/2\ge D+N/2$.

**Eigenstate.** The Laplacian $\Delta=\sum_i\partial_i^2$ is unchanged by exchanges, so $\Delta V$ obeys the same sign rule, and any monomial in it would have degree at least $D$. Two derivatives of $V$ leave no such monomial, so $\Delta V=0$. This is why no lower-order terms are needed. Euler's identity $\sum_i x_i\partial_iV=DV$ then gives $HV=(D+N/2)V$. For your blocks $D=3+1=4$ and $E=6.5$.

```lean
import Mathlib

open MvPolynomial

namespace YoungColumnTrap

noncomputable section

/-- The particle coordinates: block `j` holds `c j` of them. -/
abbrev Coord {κ : Type*} (c : κ → ℕ) := Σ j, Fin (c j)

variable {κ : Type*} [Fintype κ] [DecidableEq κ] {c : κ → ℕ}
variable {σ : Type*} [Fintype σ] [DecidableEq σ]

/-- The polynomial changes sign under each exchange of two coordinates of the same block. -/
def BlockAntisymmetric (P : MvPolynomial (Coord c) ℝ) : Prop :=
  ∀ (j : κ) (a b : Fin (c j)), a ≠ b →
    rename (Equiv.swap (⟨j, a⟩ : Coord c) ⟨j, b⟩) P = -P

/-- The sum of `c j (c j - 1) / 2` over the blocks. -/
def minDegree (c : κ → ℕ) : ℕ := ∑ j, c j * (c j - 1) / 2

/-- The product over the blocks of the Vandermonde polynomials of their coordinates. -/
def blockVandermonde (c : κ → ℕ) : MvPolynomial (Coord c) ℝ :=
  ∏ j, ∏ a : Fin (c j), ∏ b ∈ Finset.Ioi a, (X ⟨j, b⟩ - X ⟨j, a⟩)

/-- The wavefunction `P(x) exp(-|x|²/2)`. -/
def trapState (P : MvPolynomial σ ℝ) (x : σ → ℝ) : ℝ :=
  eval x P * Real.exp (-(∑ k, x k ^ 2) / 2)

/-- The operator `P ↦ ∂P/∂xᵢ - xᵢ P` on polynomial factors. -/
def stateDeriv (i : σ) (P : MvPolynomial σ ℝ) : MvPolynomial σ ℝ :=
  pderiv i P - X i * P

/-- The harmonic-trap Hamiltonian `½ ∑ (xᵢ² - ∂ᵢ²)`, in units where `ħ = m = ω = 1`, acting on
the polynomial factor of a trap state, with `stateDeriv` as the derivative. -/
def trapHamiltonian (P : MvPolynomial σ ℝ) : MvPolynomial σ ℝ :=
  ∑ i, C (1 / 2) * (X i ^ 2 * P - stateDeriv i (stateDeriv i P))

/-- Every monomial occurring in a block-antisymmetric polynomial has degree at least
the sum of `c j (c j - 1) / 2`. -/
theorem minDegree_le_exponents {P : MvPolynomial (Coord c) ℝ} (hP : BlockAntisymmetric P)
    {m : Coord c →₀ ℕ} (hm : m ∈ P.support) : minDegree c ≤ ∑ v, m v := by
  -- Pauli principle: two coordinates of one block never carry the same exponent
  have hinj : ∀ j, Function.Injective fun a : Fin (c j) => m ⟨j, a⟩ := by
    intro j a b hab
    by_contra hne
    have hfix : m.mapDomain (Equiv.swap (⟨j, a⟩ : Coord c) ⟨j, b⟩) = m := by
      ext v
      rw [Finsupp.mapDomain_equiv_apply, Equiv.symm_swap, Equiv.swap_apply_def]
      split_ifs with h1 h2
      · rw [h1]; exact hab.symm
      · rw [h2]; exact hab
      · rfl
    have h := coeff_rename_mapDomain _
      (Equiv.swap (⟨j, a⟩ : Coord c) ⟨j, b⟩).injective P m
    rw [hfix, hP j a b hne, coeff_neg] at h
    exact mem_support_iff.1 hm (by linarith)
  -- distinct naturals sum to at least 0 + 1 + 2 + ...
  have hmin : ∀ s : Finset ℕ, ∑ i ∈ Finset.range s.card, i ≤ ∑ i ∈ s, i := by
    intro s
    refine Finset.induction_on_max s (by simp) ?_
    intro a s ha ih
    have hna : a ∉ s := fun h => lt_irrefl a (ha a h)
    have hcard : s.card ≤ a := by
      have h := Finset.card_le_card
        (show s ⊆ Finset.range a from fun x hx => Finset.mem_range.2 (ha x hx))
      rwa [Finset.card_range] at h
    rw [Finset.card_insert_of_notMem hna, Finset.sum_range_succ, Finset.sum_insert hna]
    omega
  rw [minDegree, Fintype.sum_sigma]
  refine Finset.sum_le_sum fun j _ => ?_
  have h := hmin (Finset.univ.image fun a : Fin (c j) => m ⟨j, a⟩)
  rw [Finset.card_image_of_injective _ (hinj j), Finset.card_univ, Fintype.card_fin,
    Finset.sum_image (hinj j).injOn, Finset.sum_range_id] at h
  exact h

/-- A nonzero block-antisymmetric polynomial has total degree at least the sum of
`c j (c j - 1) / 2`. -/
theorem minDegree_le_totalDegree {P : MvPolynomial (Coord c) ℝ} (hP : BlockAntisymmetric P)
    (h0 : P ≠ 0) : minDegree c ≤ P.totalDegree := by
  obtain ⟨m, hm⟩ := support_nonempty.2 h0
  have h := le_totalDegree hm
  rw [Finsupp.sum_fintype _ _ (fun _ => rfl)] at h
  exact (minDegree_le_exponents hP hm).trans h

/-- The product of block Vandermonde polynomials changes sign under each exchange within a
block. -/
theorem blockVandermonde_antisymmetric (c : κ → ℕ) :
    BlockAntisymmetric (blockVandermonde c) := by
  intro j a b hab
  -- only the factor of block `j` changes sign
  have key : ∀ i, rename (Equiv.swap (⟨j, a⟩ : Coord c) ⟨j, b⟩)
      (∏ p : Fin (c i), ∏ q ∈ Finset.Ioi p,
        (X ⟨i, q⟩ - X ⟨i, p⟩ : MvPolynomial (Coord c) ℝ)) =
      (if i = j then -1 else 1) * ∏ p : Fin (c i), ∏ q ∈ Finset.Ioi p,
        (X ⟨i, q⟩ - X ⟨i, p⟩ : MvPolynomial (Coord c) ℝ) := by
    intro i
    by_cases h : i = j
    · subst h
      have hs : ∀ p : Fin (c i), Equiv.swap (⟨i, a⟩ : Coord c) ⟨i, b⟩ ⟨i, p⟩ =
          ⟨i, Equiv.swap a b p⟩ := by
        intro p
        by_cases h1 : p = a
        · simp [h1]
        by_cases h2 : p = b
        · simp [h2]
        rw [Equiv.swap_apply_of_ne_of_ne h1 h2, Equiv.swap_apply_of_ne_of_ne]
        · simpa using h1
        · simpa using h2
      -- exchanging two rows of the Vandermonde determinant
      have hd := Matrix.det_permute (Equiv.swap a b)
        (Matrix.vandermonde fun p => (X ⟨i, p⟩ : MvPolynomial (Coord c) ℝ))
      have e : (Matrix.vandermonde fun p => (X ⟨i, p⟩ : MvPolynomial (Coord c) ℝ)).submatrix
          (Equiv.swap a b) id = Matrix.vandermonde fun p => X ⟨i, Equiv.swap a b p⟩ :=
        Matrix.ext fun p q => by simp [Matrix.vandermonde_apply]
      rw [e, Matrix.det_vandermonde, Matrix.det_vandermonde, Equiv.Perm.sign_swap hab] at hd
      simp only [map_prod, map_sub, rename_X, hs]
      rw [hd]
      simp
    · have hs : ∀ p : Fin (c i), Equiv.swap (⟨j, a⟩ : Coord c) ⟨j, b⟩ ⟨i, p⟩ = ⟨i, p⟩ :=
        fun p => Equiv.swap_apply_of_ne_of_ne (fun e => h (congrArg Sigma.fst e))
          (fun e => h (congrArg Sigma.fst e))
      simp only [map_prod, map_sub, rename_X, hs, if_neg h, one_mul]
  unfold blockVandermonde
  rw [map_prod, Finset.prod_congr rfl (fun i _ => key i), Finset.prod_mul_distrib]
  simp

omit [DecidableEq κ] in
/-- The product of block Vandermonde polynomials is nonzero, homogeneous, and of total degree
exactly the sum of `c j (c j - 1) / 2`. -/
theorem blockVandermonde_attains (c : κ → ℕ) :
    blockVandermonde c ≠ 0 ∧ (blockVandermonde c).IsHomogeneous (minDegree c) ∧
      (blockVandermonde c).totalDegree = minDegree c := by
  have h0 : blockVandermonde c ≠ 0 := by
    refine Finset.prod_ne_zero_iff.2 fun j _ => Finset.prod_ne_zero_iff.2 fun a _ =>
      Finset.prod_ne_zero_iff.2 fun b hb => sub_ne_zero.2 fun e => ?_
    have h : b = a := by simpa using X_injective e
    exact (Finset.mem_Ioi.1 hb).ne' h
  -- count the pairs in each block
  have hdeg : ∑ j, ∑ a : Fin (c j), ∑ _b ∈ Finset.Ioi a, 1 = minDegree c := by
    refine Finset.sum_congr rfl fun j _ => ?_
    simp only [Finset.sum_const, smul_eq_mul, mul_one, Fin.card_Ioi]
    rw [Fin.sum_univ_eq_sum_range (fun i => c j - 1 - i) (c j),
      Finset.sum_range_reflect (fun i => i) (c j), Finset.sum_range_id]
  have hh : (blockVandermonde c).IsHomogeneous (minDegree c) := by
    rw [← hdeg]
    exact IsHomogeneous.prod _ _ _ fun j _ => IsHomogeneous.prod _ _ _ fun a _ =>
      IsHomogeneous.prod _ _ (fun _ => 1) fun b _ =>
        (isHomogeneous_X ℝ _).sub (isHomogeneous_X ℝ _)
  exact ⟨h0, hh, hh.totalDegree h0⟩

/-- The partial derivative of a trap state along coordinate `i` is the trap state whose
polynomial factor is `∂P/∂xᵢ - xᵢ P`. -/
theorem hasDerivAt_trapState (P : MvPolynomial σ ℝ) (x : σ → ℝ) (i : σ) (t : ℝ) :
    HasDerivAt (fun s => trapState P (Function.update x i s))
      (trapState (stateDeriv i P) (Function.update x i t)) t := by
  have hu : ∀ k, HasDerivAt (fun s => Function.update x i s k)
      (if k = i then (1 : ℝ) else 0) t := by
    intro k
    rcases eq_or_ne k i with rfl | h
    · simp only [Function.update_self, ↓reduceIte]
      exact hasDerivAt_id' t
    · simp only [Function.update_of_ne h, if_neg h]
      exact hasDerivAt_const t (x k)
  have hP : ∀ Q : MvPolynomial σ ℝ, HasDerivAt (fun s => eval (Function.update x i s) Q)
      (eval (Function.update x i t) (pderiv i Q)) t := by
    intro Q
    induction Q using MvPolynomial.induction_on with
    | C a =>
      simp only [eval_C, pderiv_C, map_zero]
      exact hasDerivAt_const t a
    | add p q hp hq =>
      simp only [map_add]
      exact hp.fun_add hq
    | mul_X p k hp =>
      simp only [map_mul, eval_X]
      refine (hp.fun_mul (hu k)).congr_deriv ?_
      rcases eq_or_ne k i with rfl | h
      · simp only [Derivation.leibniz, pderiv_X_self, smul_eq_mul, map_add, map_mul, eval_X,
          map_one, ↓reduceIte]
        ring
      · simp only [Derivation.leibniz, pderiv_X_of_ne h, smul_eq_mul, map_add, map_mul, eval_X,
          map_zero, if_neg h]
        ring
  have hs : HasDerivAt (fun s => ∑ k, Function.update x i s k ^ 2)
      (2 * Function.update x i t i) t :=
    (HasDerivAt.fun_sum fun k _ => (hu k).fun_pow 2).congr_deriv (by simp)
  exact ((hP P).fun_mul (hs.fun_neg.div_const 2).exp).congr_deriv (by
    simp only [trapState, stateDeriv, map_sub, map_mul, eval_X]
    ring)

omit [DecidableEq σ] in
/-- On polynomial factors the trap Hamiltonian is `∑ (xᵢ ∂ᵢ + ½ - ½ ∂ᵢ²)`. -/
theorem trapHamiltonian_eq (P : MvPolynomial σ ℝ) : trapHamiltonian P =
    ∑ i, (X i * pderiv i P + C (1 / 2) * P - C (1 / 2) * pderiv i (pderiv i P)) := by
  have h2 : (C (1 / 2) : MvPolynomial σ ℝ) * 2 = 1 := by
    rw [show (2 : MvPolynomial σ ℝ) = C 2 from (map_ofNat C 2).symm, ← C_mul]
    norm_num
  refine Finset.sum_congr rfl fun i _ => ?_
  simp only [stateDeriv, map_sub, Derivation.leibniz, pderiv_X_self, smul_eq_mul]
  linear_combination (X i * pderiv i P) * h2

omit [Fintype σ] in
/-- The operator `xᵢ ∂ᵢ` multiplies the coefficient of each monomial by its exponent of `xᵢ`. -/
theorem coeff_X_mul_pderiv (i : σ) (m : σ →₀ ℕ) (P : MvPolynomial σ ℝ) :
    coeff m (X i * pderiv i P) = (m i : ℝ) * coeff m P := by
  refine MvPolynomial.induction_on' P ?_ ?_
  · intro u a
    rw [X_mul_pderiv_monomial, coeff_smul, coeff_monomial]
    split_ifs with h
    · rw [h, nsmul_eq_mul]
    · simp
  · intro p q hp hq
    rw [map_add, mul_add, coeff_add, hp, hq, coeff_add, mul_add]

/-- A second derivative `∂ᵢ² P` contains no monomial whose degree is at least that of `P`. -/
theorem coeff_pderiv_pderiv_eq_zero {P : MvPolynomial σ ℝ} {m : σ →₀ ℕ}
    (h : P.totalDegree ≤ ∑ v, m v) (i : σ) : coeff m (pderiv i (pderiv i P)) = 0 := by
  have hd : ∀ (Q : MvPolynomial σ ℝ) (d : σ →₀ ℕ), coeff d (pderiv i Q) =
      (((Finsupp.single i 1 + d : σ →₀ ℕ) i : ℕ) : ℝ) *
        coeff (Finsupp.single i 1 + d) Q := by
    intro Q d
    rw [← coeff_X_mul_pderiv, coeff_X_mul]
  have hz : coeff (Finsupp.single i 1 + (Finsupp.single i 1 + m)) P = 0 := by
    by_contra hne
    have hle := le_totalDegree (mem_support_iff.2 hne)
    rw [Finsupp.sum_fintype _ _ (fun _ => rfl)] at hle
    simp only [Finsupp.add_apply, Finset.sum_add_distrib, Finsupp.single_apply,
      Finset.sum_ite_eq, Finset.mem_univ, if_true] at hle
    omega
  rw [hd, hd, hz, mul_zero, mul_zero]

/-- A trap eigenstate with nonzero polynomial factor `P` has energy `deg P + N/2`, where `N` is
the number of coordinates. -/
theorem energy_eq {P : MvPolynomial σ ℝ} {E : ℝ} (h0 : P ≠ 0)
    (hE : trapHamiltonian P = E • P) : E = P.totalDegree + (Fintype.card σ : ℝ) / 2 := by
  -- compare the coefficients of a monomial of top degree
  obtain ⟨m, hm, hdeg⟩ := Finset.exists_mem_eq_sup P.support (support_nonempty.2 h0)
    (fun s => s.sum fun _ e => e)
  have htop : P.totalDegree = ∑ v, m v := by
    rw [← Finsupp.sum_fintype m (fun _ e => e) (fun _ => rfl)]
    exact hdeg
  have h := congrArg (coeff m) hE
  rw [trapHamiltonian_eq, coeff_sum] at h
  simp only [coeff_add, coeff_sub, coeff_C_mul, coeff_smul, smul_eq_mul, coeff_X_mul_pderiv,
    coeff_pderiv_pderiv_eq_zero htop.le, mul_zero, sub_zero, Finset.sum_add_distrib,
    ← Finset.sum_mul, Finset.sum_const, Finset.card_univ, nsmul_eq_mul] at h
  apply mul_right_cancel₀ (mem_support_iff.1 hm)
  rw [htop]
  push_cast
  linear_combination -h

/-- The product of block Vandermonde polynomials satisfies the eigenvalue equation of the trap
Hamiltonian with energy the sum of `c j (c j - 1) / 2` plus `N/2`, where `N` is the sum of the
`c j`; every trap eigenstate with nonzero block-antisymmetric polynomial factor has at least this
energy. -/
theorem trap_ground_energy (c : κ → ℕ) :
    trapHamiltonian (blockVandermonde c) =
      ((minDegree c : ℝ) + ((∑ j, c j : ℕ) : ℝ) / 2) • blockVandermonde c ∧
    ∀ (P : MvPolynomial (Coord c) ℝ) (E : ℝ), P ≠ 0 → BlockAntisymmetric P →
      trapHamiltonian P = E • P → (minDegree c : ℝ) + ((∑ j, c j : ℕ) : ℝ) / 2 ≤ E := by
  have hcard : Fintype.card (Coord c) = ∑ j, c j := by simp
  obtain ⟨-, hhom, htot⟩ := blockVandermonde_attains c
  constructor
  · have hanti : BlockAntisymmetric
        (∑ i, pderiv i (pderiv i (blockVandermonde c))) := by
      intro j a b hab
      have hs := (Equiv.swap (⟨j, a⟩ : Coord c) ⟨j, b⟩).injective
      rw [map_sum, ← Finset.sum_neg_distrib]
      refine Eq.trans ?_ (Equiv.sum_comp (Equiv.swap (⟨j, a⟩ : Coord c) ⟨j, b⟩)
        (fun i => -pderiv i (pderiv i (blockVandermonde c))))
      refine Finset.sum_congr rfl fun i _ => ?_
      rw [← pderiv_rename hs, ← pderiv_rename hs,
        blockVandermonde_antisymmetric c j a b hab, map_neg, map_neg]
    -- the Laplacian is antisymmetric but of too low a degree, so it vanishes
    have hlap : ∑ i, pderiv i (pderiv i (blockVandermonde c)) = 0 := by
      by_contra hne
      obtain ⟨m, hm⟩ := support_nonempty.2 hne
      have hle := minDegree_le_exponents hanti hm
      refine mem_support_iff.1 hm ?_
      rw [coeff_sum]
      exact Finset.sum_eq_zero fun i _ =>
        coeff_pderiv_pderiv_eq_zero (by rw [htot]; exact hle) i
    -- Euler's identity gives the remaining part
    rw [trapHamiltonian_eq, Finset.sum_sub_distrib, Finset.sum_add_distrib,
      hhom.sum_X_mul_pderiv, ← Finset.mul_sum, ← Finset.mul_sum, hlap, mul_zero, sub_zero,
      Finset.sum_const,
      Finset.card_univ, hcard, C_mul']
    module
  · intro P E h0 hP hE
    have hdeg : (minDegree c : ℝ) ≤ P.totalDegree := by
      exact_mod_cast minDegree_le_totalDegree hP h0
    rw [energy_eq h0 hE, hcard]
    linarith

end

end YoungColumnTrap
```

```lean
#print axioms YoungColumnTrap.hasDerivAt_trapState
#print axioms YoungColumnTrap.trap_ground_energy
```

```
'YoungColumnTrap.hasDerivAt_trapState' depends on axioms: [propext, Classical.choice, Quot.sound]
'YoungColumnTrap.trap_ground_energy' depends on axioms: [propext, Classical.choice, Quot.sound]
```

## What the theorems say about the trap

`Coord c` is the set of pairs of a block and a position in it, for finitely many blocks; empty blocks are allowed. `BlockAntisymmetric` is your sign rule, written as an identity between polynomials. `minDegree c` is $D$ and `blockVandermonde c` is $V$.

`minDegree_le_totalDegree` is the degree bound, and `blockVandermonde_attains` says that $V$ is nonzero, homogeneous and of degree $D$. `trap_ground_energy` has two parts: $V$ satisfies the eigenvalue equation with energy $D+N/2$, and every nonzero block-antisymmetric $P$ with `trapHamiltonian P = E • P` has at least that energy.

`trapHamiltonian` acts on the polynomial factor. Its link to the wavefunction is `hasDerivAt_trapState`, which shows that `stateDeriv` gives the true partial derivative of `trapState`. States are not normalised, which does not affect the eigenvalues.

The energy bound concerns polynomial-times-Gaussian eigenstates only; the completeness of such states in the full Hilbert space is not addressed. For Young tableaux, the blocks are the columns and the $c_j$ their lengths, but only antisymmetry within columns enters, not a representation of the permutation group.

## From exponents to the eigenvalue equation in Lean

`minDegree_le_exponents` is the exponent argument. `hfix` says that equal exponents leave the monomial fixed, and `linarith` concludes that its coefficient is zero. `hmin` bounds a sum of distinct naturals by induction, adding the largest element last.

In `blockVandermonde_antisymmetric`, `key` gives the sign for each block, with `Matrix.det_permute` supplying the row exchange. `blockVandermonde_attains` counts the linear factors.

`hasDerivAt_trapState` builds up the polynomial by induction and uses the product and chain rules. `trapHamiltonian_eq` is the displayed form of $HP$. `coeff_X_mul_pderiv` reads off exponents, and `coeff_pderiv_pderiv_eq_zero` removes the second derivatives at top degree; `energy_eq` combines them.

In `trap_ground_energy`, `hanti` gives the antisymmetry of $\Delta V$ by reindexing the sum over coordinates, and `hlap` shows that it vanishes. Euler's identity enters as `hhom.sum_X_mul_pderiv`. The lower bound follows from `energy_eq` and the degree bound.
